# A parabolic band edge of finite width has one bound pole above a critical long-range kernel strength, and none otherwise

## The edge, its response and the pole equation

Measure the energy $s$ of an interband transition from the absorption edge. Near a three-dimensional parabolic edge the joint density of states grows as $\sqrt s$. With constant matrix elements, the spectral weight is $C\sqrt s$ for $0\le s\le W$, where $C>0$ is the strength of the edge and $W>0$ is its width. The weight beyond $W$ is set to zero.

A photon energy that lies $b>0$ below the edge differs from the transition energy by $s+b$. The resonant part of the independent-particle response at that energy is

$$F(b)=\int_0^W \frac{C\sqrt s}{s+b}\,ds .$$

Throughout, $\sqrt{\phantom{x}}$ and $\arctan$ are the real functions, and $C$, $W$, $b$ and the kernel strength $\alpha$ are real numbers.

```lean
import Mathlib

open Real Set Filter Topology

namespace ParabolicEdgeExciton

noncomputable section
```

In Lean, $F(b)$ is `edgeResponse C W b`, defined as the integral itself and not by a closed formula. The definition accepts any real `b`, but the results concern $b>0$.

```lean
/-- Response of a parabolic band edge of strength `C` and width `W`, evaluated at an energy `b`
below the edge; the domain is `b > 0`. -/
def edgeResponse (C W b : ℝ) : ℝ := ∫ s in (0 : ℝ)..W, C * √s / (s + b)
```

In time-dependent density functional theory, an attractive long-range exchange-correlation kernel has the form $f_{xc}=-\alpha/q^2$ at small wavevector $q$. Take $\alpha$ independent of frequency, neglect local fields, and use Gaussian-type units, in which the Coulomb interaction is $4\pi/q^2$. Normalise $C$ so that $F$ is the independent-particle dielectric function minus one, with only the resonant part kept. The independent-particle density response is then $\chi_0=-q^2F/(4\pi)$. Optical absorption follows from the response to the total macroscopic field, in which the long-range Coulomb term $4\pi/q^2$ is left out of the denominator. With local fields neglected, only the kernel remains there, and it changes $\chi_0$ to

$$\frac{\chi_0}{1-f_{xc}\chi_0}=\frac{\chi_0}{1-\alpha F/(4\pi)} .$$

A pole below the edge, read as a bound exciton with binding energy $b$, therefore satisfies $\alpha F(b)=4\pi$.

```lean
/-- The long-range kernel of strength `α` has a bound pole at binding energy `b > 0`:
the pole equation `α F(b) = 4π` holds. -/
def IsBoundPole (C W α b : ℝ) : Prop := 0 < b ∧ α * edgeResponse C W b = 4 * π
```

The predicate `IsBoundPole C W α b` combines this equation with $b>0$. The equation enters as a definition; its derivation from the response function is the short argument above. The model omits the antiresonant term and has no gap parameter, so nothing prevents $b$ from exceeding the gap of a real material.

## The integral in closed form

For $b>0$ and $0\le s\le W$ the denominator satisfies $s+b\ge b>0$. The integrand is a quotient of continuous functions with a nonvanishing denominator, so it is continuous on the whole band, including $s=0$.

```lean
/-- The integrand of the edge response is continuous on the band when `b > 0`. -/
theorem continuousOn_integrand (C W : ℝ) {b : ℝ} (hb : 0 < b) :
    ContinuousOn (fun s : ℝ => C * √s / (s + b)) (Icc 0 W) := by
  refine ContinuousOn.div (by fun_prop) (by fun_prop) (fun s hs => ?_)
  have h : 0 < s + b := by linarith [hs.1]
  exact h.ne'
```

Substitute $s=x^2$, so that $ds=2x\,dx$:

$$F(b)=2C\int_0^{\sqrt W}\frac{x^2}{x^2+b}\,dx
=2C\int_0^{\sqrt W}\left(1-\frac{b}{x^2+b}\right)dx .$$

Since $\int b/(x^2+b)\,dx=\sqrt b\arctan(x/\sqrt b)$, this gives

$$F(b)=2C\left(\sqrt W-\sqrt b\,\arctan\sqrt{W/b}\right).$$

The same result can be checked by differentiating $G(s)=2C\left(\sqrt s-\sqrt b\arctan(\sqrt s/\sqrt b)\right)$. With $x=\sqrt s$ and $y=\sqrt b$,

$$G'(s)=2C\left[\frac1{2x}-y\,\frac{1}{1+x^2/y^2}\,\frac{1}{2xy}\right]
=\frac Cx\left[1-\frac{y^2}{x^2+y^2}\right]=\frac{Cx}{x^2+y^2}=\frac{C\sqrt s}{s+b}.$$

```lean
/-- Closed form of the edge response for `W > 0` and `b > 0`:
`F(b) = 2C (√W - √b arctan √(W/b))`. -/
theorem edgeResponse_eq (C : ℝ) {W b : ℝ} (hW : 0 < W) (hb : 0 < b) :
    edgeResponse C W b = 2 * C * (√W - √b * arctan √(W / b)) := by
  have hderiv : ∀ s ∈ Ioo 0 W,
      HasDerivAt (fun s : ℝ => 2 * C * (√s - √b * arctan (√s / √b)))
        (C * √s / (s + b)) s := by
    intro s hs
    have h1 : HasDerivAt (fun x : ℝ => √x) (1 / (2 * √s)) s := Real.hasDerivAt_sqrt hs.1.ne'
    have h2 := (h1.div_const √b).arctan
    have h3 := (h1.fun_sub (h2.const_mul √b)).const_mul (2 * C)
    refine h3.congr_deriv ?_
    -- in terms of x = √s and y = √b the derivative is a rational function
    have key : ∀ x y : ℝ, 0 < x → 0 < y →
        2 * C * (1 / (2 * x) - y * (1 / (1 + (x / y) ^ 2) * (1 / (2 * x) / y)))
          = C * x / (x ^ 2 + y ^ 2) := by
      intro x y hx hy
      have hxy : x ^ 2 + y ^ 2 ≠ 0 := by positivity
      have e : 1 + (x / y) ^ 2 = (x ^ 2 + y ^ 2) / y ^ 2 := by
        field_simp
        ring
      rw [e]
      field_simp
      ring
    have h4 := key √s √b (Real.sqrt_pos.2 hs.1) (Real.sqrt_pos.2 hb)
    rw [Real.sq_sqrt hs.1.le, Real.sq_sqrt hb.le] at h4
    exact h4
  have hcont : ContinuousOn (fun s : ℝ => 2 * C * (√s - √b * arctan (√s / √b)))
      (Icc 0 W) := by
    have h1 : Continuous (fun s : ℝ => √s / √b) := Real.continuous_sqrt.div_const _
    exact (continuous_const.mul (Real.continuous_sqrt.sub
      (continuous_const.mul (Real.continuous_arctan.comp h1)))).continuousOn
  unfold edgeResponse
  rw [intervalIntegral.integral_eq_sub_of_hasDerivAt_of_le hW.le hcont hderiv
    ((continuousOn_integrand C W hb).intervalIntegrable_of_Icc hW.le), Real.sqrt_div hW.le]
  simp
```

The proof takes the second route. `hderiv` differentiates $G$, and `key` is the rational identity in $x$ and $y$. The square root has no finite derivative at $s=0$, so $G$ cannot be differentiated term by term there. The version of the fundamental theorem of calculus used here avoids that point: it asks for a derivative only inside the interval and for continuity up to its ends, which `hcont` supplies. The closed form needs no sign condition on $C$.

## Bounds, monotonicity and limits

Because $W/b>0$, we have $0<\arctan\sqrt{W/b}<\pi/2$. Multiplying by $-\sqrt b$, adding $\sqrt W$ and multiplying by $2C>0$ gives

$$2C\left(\sqrt W-\tfrac{\pi}{2}\sqrt b\right)<F(b)<2C\sqrt W .$$

```lean
/-- For `C, W, b > 0` the edge response lies strictly between `2C (√W - (π/2) √b)`
and `2C √W`. -/
theorem edgeResponse_bounds {C W b : ℝ} (hC : 0 < C) (hW : 0 < W) (hb : 0 < b) :
    2 * C * (√W - π / 2 * √b) < edgeResponse C W b ∧ edgeResponse C W b < 2 * C * √W := by
  rw [edgeResponse_eq C hW hb]
  have hs : 0 < √b := Real.sqrt_pos.2 hb
  have h0 : 0 < arctan √(W / b) := Real.arctan_pos.2 (Real.sqrt_pos.2 (div_pos hW hb))
  have h1 := mul_lt_mul_of_pos_left (Real.arctan_lt_pi_div_two √(W / b)) hs
  have h2 := mul_pos hs h0
  have hC2 : 0 < 2 * C := by positivity
  exact ⟨mul_lt_mul_of_pos_left (by linarith) hC2, mul_lt_mul_of_pos_left (by linarith) hC2⟩
```

Now let $0<a<b$. For every $s$ in the band,

$$\frac{C\sqrt s}{s+b}\le\frac{C\sqrt s}{s+a},$$

with equality at $s=0$ and strict inequality at $s=W$. Both integrands are continuous, so strict inequality at one point makes the integrals differ strictly, and $F(b)<F(a)$.

```lean
/-- For `C, W > 0` the edge response decreases strictly with the binding energy `b > 0`. -/
theorem edgeResponse_strictAntiOn {C W : ℝ} (hC : 0 < C) (hW : 0 < W) :
    StrictAntiOn (edgeResponse C W) (Ioi 0) := by
  intro a ha b hb hab
  have ha' : 0 < a := ha
  have hb' : 0 < b := hb
  refine intervalIntegral.integral_lt_integral_of_continuousOn_of_le_of_exists_lt hW
    (continuousOn_integrand C W hb') (continuousOn_integrand C W ha') (fun s hs => ?_)
    ⟨W, ⟨hW.le, le_rfl⟩, ?_⟩
  · exact div_le_div_of_nonneg_left (by positivity) (by linarith [hs.1]) (by linarith)
  · exact div_lt_div_of_pos_left (mul_pos hC (Real.sqrt_pos.2 hW)) (by linarith) (by linarith)
```

`StrictAntiOn (edgeResponse C W) (Ioi 0)` says that $F$ is strictly decreasing on $(0,\infty)$. The two final bullets of the proof are the weak inequality throughout the band and the strict one at $W$.

As $b\to0^+$, both bounds on $F(b)$ tend to $2C\sqrt W$, and so does $F(b)$. For deep binding, $\sqrt s\le\sqrt W$ and $s+b\ge b$ give

$$0\le F(b)\le\int_0^W\frac{C\sqrt W}{b}\,ds=\frac{WC\sqrt W}{b}\longrightarrow0\qquad(b\to\infty).$$

```lean
/-- For `C, W > 0` the edge response tends to `2C √W` as the binding energy goes to zero from
above, and to `0` as it goes to infinity. -/
theorem edgeResponse_limits {C W : ℝ} (hC : 0 < C) (hW : 0 < W) :
    Tendsto (edgeResponse C W) (𝓝[>] 0) (𝓝 (2 * C * √W)) ∧
      Tendsto (edgeResponse C W) atTop (𝓝 0) := by
  constructor
  · have hc : Continuous (fun b : ℝ => 2 * C * (√W - π / 2 * √b)) := by fun_prop
    have h := hc.tendsto 0
    simp only [Real.sqrt_zero, mul_zero, sub_zero] at h
    refine tendsto_of_tendsto_of_tendsto_of_le_of_le' (h.mono_left nhdsWithin_le_nhds)
      tendsto_const_nhds ?_ ?_
    · filter_upwards [self_mem_nhdsWithin] with b hb
      exact (edgeResponse_bounds hC hW hb).1.le
    · filter_upwards [self_mem_nhdsWithin] with b hb
      exact (edgeResponse_bounds hC hW hb).2.le
  · -- deep below the edge, F(b) is at most W C √W / b
    have h : Tendsto (fun b : ℝ => W * (C * √W) / b) atTop (𝓝 0) :=
      tendsto_const_nhds.div_atTop tendsto_id
    refine tendsto_of_tendsto_of_tendsto_of_le_of_le' tendsto_const_nhds h ?_ ?_
    · filter_upwards [eventually_gt_atTop (0 : ℝ)] with b hb
      refine intervalIntegral.integral_nonneg hW.le (fun s hs => ?_)
      exact div_nonneg (by positivity) (by linarith [hs.1])
    · filter_upwards [eventually_gt_atTop (0 : ℝ)] with b hb
      have hle : edgeResponse C W b ≤ ∫ _s in (0 : ℝ)..W, C * √W / b := by
        refine intervalIntegral.integral_mono_on hW.le
          ((continuousOn_integrand C W hb).intervalIntegrable_of_Icc hW.le)
          (continuous_const.intervalIntegrable _ _) (fun s hs => ?_)
        exact div_le_div₀ (by positivity)
          (mul_le_mul_of_nonneg_left (Real.sqrt_le_sqrt hs.2) hC.le) hb (by linarith [hs.1])
      rw [intervalIntegral.integral_const, smul_eq_mul, sub_zero] at hle
      rwa [mul_div_assoc]
```

Both limits are squeeze arguments. The filter `𝓝[>] 0` expresses the approach to zero from above, and `atTop` expresses $b\to\infty$. The finite limit at the edge is what produces a threshold: a weak kernel cannot raise $\alpha F$ to $4\pi$.

## Kernel strength and binding energy

The integrand is nonnegative, hence $F(b)\ge0$. If $\alpha\le0$, then $\alpha F(b)\le0$, which cannot equal $4\pi$. A bound pole thus forces $\alpha>0$, and the later results need no separate assumption on the sign of $\alpha$.

```lean
/-- For `C, W > 0` a bound pole requires a positive kernel strength `α`. -/
theorem IsBoundPole.coupling_pos {C W α b : ℝ} (hC : 0 < C) (hW : 0 < W)
    (h : IsBoundPole C W α b) : 0 < α := by
  have hF : 0 ≤ edgeResponse C W b :=
    intervalIntegral.integral_nonneg hW.le
      (fun s hs => div_nonneg (by positivity) (by linarith [hs.1, h.1]))
  by_contra hα
  have h1 := mul_nonneg (neg_nonneg.2 (not_lt.1 hα)) hF
  linarith [h.2, Real.pi_pos]
```

Suppose that strengths $\alpha_1<\alpha_2$ have poles at $b_1$ and $b_2$. If $b_2\le b_1$, monotonicity would give $F(b_1)\le F(b_2)$. Also $F(b_2)>0$, because $\alpha_2F(b_2)=4\pi$ with $\alpha_2>0$. Then

$$4\pi=\alpha_1F(b_1)\le\alpha_1F(b_2)<\alpha_2F(b_2)=4\pi,$$

a contradiction. Hence $b_1<b_2$: the stronger kernel binds more deeply.

```lean
/-- For `C, W > 0` a stronger kernel binds more deeply: the binding energy of the pole
increases strictly with `α`. -/
theorem binding_strictMono {C W α₁ α₂ b₁ b₂ : ℝ} (hC : 0 < C) (hW : 0 < W)
    (h₁ : IsBoundPole C W α₁ b₁) (h₂ : IsBoundPole C W α₂ b₂) (hα : α₁ < α₂) : b₁ < b₂ := by
  by_contra hb
  have hF := (edgeResponse_strictAntiOn hC hW).antitoneOn h₂.1 h₁.1 (not_lt.1 hb)
  have hα₁ := h₁.coupling_pos hC hW
  have hF₂ : 0 < edgeResponse C W b₂ := by
    by_contra hn
    have := mul_nonneg (hα₁.trans hα).le (neg_nonneg.2 (not_lt.1 hn))
    linarith [h₂.2, Real.pi_pos]
  have h3 := mul_le_mul_of_nonneg_left hF hα₁.le
  have h4 := mul_lt_mul_of_pos_right hα hF₂
  linarith [h₁.2, h₂.2]
```

In the proof, `h3` and `h4` are the two inequalities of this chain, and `linarith` combines them with the two pole equations.

## The critical strength

If a pole exists at $b$, then $\alpha>0$ and the strict upper bound on $F$ gives

$$4\pi=\alpha F(b)<2\alpha C\sqrt W,\qquad\text{so}\qquad \alpha>\frac{2\pi}{C\sqrt W}.$$

In particular, there is no pole exactly at the critical value.

Conversely, let $\alpha>2\pi/(C\sqrt W)$. Then $\alpha>0$ and

$$0<\frac{4\pi}{\alpha}<2C\sqrt W .$$

By the limit at the edge there is a $b_1>0$ with $F(b_1)>4\pi/\alpha$, and by the limit for deep binding there is a $b_2>0$ with $F(b_2)<4\pi/\alpha$. The closed form shows that $F$ is continuous on $(0,\infty)$, so the intermediate value theorem yields $b>0$ with $F(b)=4\pi/\alpha$, which is the pole equation.

Finally, if $b$ and $b'$ are both poles for the same $\alpha$, then $F(b)=4\pi/\alpha=F(b')$, and strict monotonicity gives $b=b'$.

```lean
/-- For `C, W > 0` a bound pole exists if and only if `α > 2π / (C √W)`, and there is never
more than one. -/
theorem boundPole_threshold {C W : ℝ} (hC : 0 < C) (hW : 0 < W) (α : ℝ) :
    ((∃ b, IsBoundPole C W α b) ↔ 2 * π / (C * √W) < α) ∧
      ∀ b b', IsBoundPole C W α b → IsBoundPole C W α b' → b = b' := by
  have hCW : 0 < C * √W := mul_pos hC (Real.sqrt_pos.2 hW)
  refine ⟨⟨?_, fun hα => ?_⟩, fun b b' h h' => ?_⟩
  · rintro ⟨b, h⟩
    have h1 := mul_lt_mul_of_pos_left (edgeResponse_bounds hC hW h.1).2 (h.coupling_pos hC hW)
    rw [div_lt_iff₀ hCW]
    linarith [h.2]
  · have hα0 : 0 < α := lt_trans (by positivity) hα
    rw [div_lt_iff₀ hCW] at hα
    have hy : 4 * π / α < 2 * C * √W := by
      rw [div_lt_iff₀ hα0]
      linarith
    have hy0 : 0 < 4 * π / α := by positivity
    -- the required value 4π/α lies between the two limits of F
    obtain ⟨hl, hr⟩ := edgeResponse_limits hC hW
    obtain ⟨b₁, h₁, hb₁⟩ := ((hl.eventually_const_lt hy).and self_mem_nhdsWithin).exists
    obtain ⟨b₂, h₂, hb₂⟩ :=
      ((hr.eventually_lt_const hy0).and (eventually_gt_atTop (0 : ℝ))).exists
    have hd : ContinuousOn (fun b : ℝ => W / b) (Ioi 0) :=
      continuousOn_const.div continuousOn_id (fun b hb => (mem_Ioi.1 hb).ne')
    have hF : ContinuousOn (edgeResponse C W) (Ioi 0) :=
      (continuousOn_const.mul (continuousOn_const.sub (Real.continuous_sqrt.continuousOn.mul
        (Real.continuous_arctan.comp_continuousOn
          (Real.continuous_sqrt.comp_continuousOn hd))))).congr
        (fun b hb => edgeResponse_eq C hW hb)
    obtain ⟨b, hb, hbF⟩ := isPreconnected_Ioi.intermediate_value hb₂ hb₁ hF ⟨h₂.le, h₁.le⟩
    exact ⟨b, hb, by rw [hbF, mul_div_cancel₀ _ hα0.ne']⟩
  · have hα := h.coupling_pos hC hW
    exact (edgeResponse_strictAntiOn hC hW).injOn h.1 h'.1
      (mul_left_cancel₀ hα.ne' (h.2.trans h'.2.symm))
```

The first part of the theorem is an equivalence valid for every real $\alpha$, and the second part is uniqueness. In the proof, `hy0` and `hy` place $4\pi/\alpha$ between the two limits, `hF` is the continuity of $F$, and `injOn` turns strict monotonicity into uniqueness.

For a TDDFT calculation of an optical spectrum, the threshold tells how strong a static long-range kernel must be to split a bound exciton off the continuum, within this one-edge model without local fields. It depends on the width $W$ as well as on the edge strength $C$, so the chosen cutoff affects it. The model gives at most one bound pole, not a Rydberg series.

## A lower bound on the binding energy

At a pole, $F(b)=4\pi/\alpha$. Inserting this into the lower bound on $F$ and dividing by $2C$ gives

$$\frac{2\pi}{\alpha C}=\frac{F(b)}{2C}>\sqrt W-\frac\pi2\sqrt b,
\qquad\text{so}\qquad
\frac\pi2\sqrt b>\sqrt W-\frac{2\pi}{\alpha C}.$$

With the critical strength $\alpha_c=2\pi/(C\sqrt W)$, the right-hand side is $\sqrt W\,(1-\alpha_c/\alpha)$. It is positive whenever a pole exists, so squaring gives

$$b>\frac{4W}{\pi^2}\left(1-\frac{\alpha_c}{\alpha}\right)^2 .$$

```lean
/-- For `C, W > 0` the binding energy `b` of a bound pole obeys
`(π/2) √b > √W - 2π / (α C)`. -/
theorem binding_lower_bound {C W α b : ℝ} (hC : 0 < C) (hW : 0 < W)
    (h : IsBoundPole C W α b) : √W - 2 * π / (α * C) < π / 2 * √b := by
  have hα := h.coupling_pos hC hW
  have e : 2 * π / (α * C) = edgeResponse C W b / (2 * C) := by
    rw [div_eq_div_iff (by positivity) (by positivity)]
    linear_combination (-C) * h.2
  have h1 : √W - π / 2 * √b < edgeResponse C W b / (2 * C) := by
    rw [lt_div_iff₀ (by positivity)]
    linarith [(edgeResponse_bounds hC hW h.1).1]
  linarith

end

end ParabolicEdgeExciton
```

The Lean statement is the inequality for $\sqrt b$, before squaring. Its step `e` rewrites the pole equation as $2\pi/(\alpha C)=F(b)/(2C)$, and `h1` is the lower bound on $F$ divided by $2C$.

```lean
#print axioms ParabolicEdgeExciton.binding_strictMono
#print axioms ParabolicEdgeExciton.boundPole_threshold
#print axioms ParabolicEdgeExciton.binding_lower_bound
```

```
'ParabolicEdgeExciton.binding_strictMono' depends on axioms: [propext, Classical.choice, Quot.sound]
'ParabolicEdgeExciton.boundPole_threshold' depends on axioms: [propext, Classical.choice, Quot.sound]
'ParabolicEdgeExciton.binding_lower_bound' depends on axioms: [propext, Classical.choice, Quot.sound]
```
